# A mirror carries the screw axis $3_1$ onto $3_2$, and no proper rigid motion does

## Can turning a crystal change $3_1$ into $3_2$?

Before I can call two screw axes enantiomorphs, I have to decide what is being compared: one screw motion, or all the operations that the axis generates. For one motion I know the computation. Take the screw $n_p$, a rotation by $2\pi/n$ with a shift of $p/n$ of the period, conjugate it by $y\to-y$ and invert. The rotation is again $2\pi/n$, the shift is $-p/n$, and up to a unit translation this is $n_{n-p}$. But does that make $3_1$ and $3_2$ truly different, so that no rotation or displacement relates them? I would like a complete argument, with a proof checked in Lean.

## A mirror does, a proper motion does not

Compare the groups. Let $S(\theta,d)$ be the map $x\mapsto R_z(\theta)x+d\,e_z$, where $R_z(\theta)$ is the rotation by $\theta$ about the z axis and $e_z$ the unit vector along it, with lengths in units of the axial period. Put $s_p=S(2\pi/n,p/n)$ and $T=S(0,1)$, and let $G_p$ be the group generated by $s_p$ and $T$.

**The mirror.** Since $R_z$ fixes $e_z$, angles and shifts add under composition, and $S(\theta,d)^{-1}=S(-\theta,-d)$. The mirror $M$, which takes $y$ to $-y$, reverses the angle and fixes $e_z$, so $MS(\theta,d)M^{-1}=S(-\theta,d)$. Therefore
$$(Ms_pM^{-1})^{-1}=S(2\pi/n,-p/n)=T^{-1}s_{n-p}.$$
Equivalently, $Ms_pM^{-1}=s_{n-p}^{-1}T$, while $MTM^{-1}=T$. Each pair of generators can be written in terms of the other, so $MG_pM^{-1}=G_{n-p}$.

**Proper motions.** Let $g(x)=Ax+b$ with $AA^T=1$ and $\det A=1$, and suppose $gS(\theta,c)g^{-1}=S(\varphi,d)$ with $\sin\theta\neq0$. Then for all $x$
$$A(R_z(\theta)x+c\,e_z)+b=R_z(\varphi)(Ax+b)+d\,e_z.$$
Number the components 0, 1, 2.

- Subtracting the case $x=0$ gives $AR_z(\theta)A^T=R_z(\varphi)$, and the trace gives $\cos\varphi=\cos\theta$.
- The antisymmetric part gives $\sin\varphi=\sin\theta\,(A_{00}A_{11}-A_{01}A_{10})$. The bracket is a cofactor, equal to $A_{22}$ because $A^{-1}=A^T$ and $\det A=1$.
- The axial component at $x=0$ gives $d=A_{22}c$.

The cosines agree, so $\sin^2\varphi=\sin^2\theta$ and $A_{22}=\pm1$. Angle and shift are kept together or reversed together.

Every element of $G_q$ is $S(2\pi k/n,\,kq/n+m)$ with integers $k,m$. If $gs_pg^{-1}$ is such an element and $n\ge3$, then $k=\pm1+nj$ for some integer $j$, and $kq+mn=\pm p$ with the same sign. Hence $n$ divides $p-q$. For $q=n-p$ this forces $n\mid 2p$, which fails for $n=3$, $p=1$.

```lean
import Mathlib

open Matrix Real

namespace ScrewAxes

noncomputable section

/-- The matrix of the rotation by the angle `θ` about the z axis. -/
def rotZ (θ : ℝ) : Matrix (Fin 3) (Fin 3) ℝ :=
  !![Real.cos θ, -Real.sin θ, 0; Real.sin θ, Real.cos θ, 0; 0, 0, 1]

/-- Rotations about the z axis compose by adding their angles. -/
theorem rotZ_mul (a b : ℝ) : rotZ a * rotZ b = rotZ (a + b) := by
  ext i j
  fin_cases i <;> fin_cases j <;>
    simp [rotZ, Matrix.mul_apply, Fin.sum_univ_three, Real.cos_add, Real.sin_add] <;> ring

/-- The screw motion of space: rotation by `θ` about the z axis and shift by `d` along it. -/
def screwMotion (θ d : ℝ) : Equiv.Perm (Fin 3 → ℝ) where
  toFun x := rotZ θ *ᵥ x + ![0, 0, d]
  invFun x := rotZ (-θ) *ᵥ (x - ![0, 0, d])
  left_inv x := by
    have h0 : rotZ 0 = 1 := by
      ext i j
      fin_cases i <;> fin_cases j <;> simp [rotZ]
    change rotZ (-θ) *ᵥ (rotZ θ *ᵥ x + ![0, 0, d] - ![0, 0, d]) = x
    rw [add_sub_cancel_right, Matrix.mulVec_mulVec, rotZ_mul, neg_add_cancel, h0,
      Matrix.one_mulVec]
  right_inv x := by
    have h0 : rotZ 0 = 1 := by
      ext i j
      fin_cases i <;> fin_cases j <;> simp [rotZ]
    change rotZ θ *ᵥ (rotZ (-θ) *ᵥ (x - ![0, 0, d])) + ![0, 0, d] = x
    rw [Matrix.mulVec_mulVec, rotZ_mul, add_neg_cancel, h0, Matrix.one_mulVec, sub_add_cancel]

/-- The screw `n_p`, for `n ≠ 0`: rotation by `2π/n` and shift by `p/n` of the axial period. -/
def screw (n : ℕ) (p : ℤ) : Equiv.Perm (Fin 3 → ℝ) := screwMotion (2 * π / n) (p / n)

/-- The translation by one period along the z axis. -/
def axisTranslation : Equiv.Perm (Fin 3 → ℝ) := screwMotion 0 1

/-- The mirror that takes `y` to `-y`. -/
def mirror : Equiv.Perm (Fin 3 → ℝ) where
  toFun x := ![x 0, -x 1, x 2]
  invFun x := ![x 0, -x 1, x 2]
  left_inv x := by ext i; fin_cases i <;> simp
  right_inv x := by ext i; fin_cases i <;> simp

/-- The group generated by the screw `n_p` (`n ≠ 0`) and the unit translation along its axis. -/
def screwGroup (n : ℕ) (p : ℤ) : Subgroup (Equiv.Perm (Fin 3 → ℝ)) :=
  Subgroup.closure {screw n p, axisTranslation}

/-- The group `G` carried to a new place by `g`: all operations `g s g⁻¹` with `s` in `G`. -/
def conjGroup (g : Equiv.Perm (Fin 3 → ℝ)) (G : Subgroup (Equiv.Perm (Fin 3 → ℝ))) :
    Subgroup (Equiv.Perm (Fin 3 → ℝ)) := G.map (MulAut.conj g).toMonoidHom

/-- A proper rigid motion: a rotation matrix of determinant one followed by a translation. -/
def IsProperMotion (g : Equiv.Perm (Fin 3 → ℝ)) : Prop :=
  ∃ (A : Matrix (Fin 3) (Fin 3) ℝ) (b : Fin 3 → ℝ),
    A * Aᵀ = 1 ∧ A.det = 1 ∧ ∀ x, g x = A *ᵥ x + b

/-- Screw motions about the z axis compose by adding angles and shifts. -/
theorem screwMotion_mul (a b d e : ℝ) :
    screwMotion a d * screwMotion b e = screwMotion (a + b) (d + e) := by
  ext x i
  fin_cases i <;> simp [screwMotion, rotZ, dotProduct, Fin.sum_univ_three,
    Real.cos_add, Real.sin_add] <;> ring

/-- The inverse of a screw motion has the opposite angle and the opposite shift. -/
theorem screwMotion_inv (θ d : ℝ) : (screwMotion θ d)⁻¹ = screwMotion (-θ) (-d) := by
  have h0 : screwMotion 0 0 = 1 := by
    ext x i
    fin_cases i <;> simp [screwMotion, rotZ, dotProduct, Fin.sum_univ_three]
  apply inv_eq_of_mul_eq_one_right
  rw [screwMotion_mul, add_neg_cancel, add_neg_cancel, h0]

/-- The mirror reverses the angle of a screw motion and keeps its shift. -/
theorem mirror_conj (θ d : ℝ) :
    mirror * screwMotion θ d * mirror⁻¹ = screwMotion (-θ) d := by
  rw [mul_inv_eq_iff_eq_mul]
  ext x i
  fin_cases i <;> simp [mirror, screwMotion, rotZ, dotProduct, Fin.sum_univ_three]
  ring

/-- For `n ≠ 0`, the inverse of the mirrored screw `n_p` rotates by `2π/n` and shifts by `-p/n`;
this is the screw `n_(n-p)` followed by the unit translation back along the axis. -/
theorem mirror_conj_screw_inv (n : ℕ) (hn : n ≠ 0) (p : ℤ) :
    (mirror * screw n p * mirror⁻¹)⁻¹ = screwMotion (2 * π / n) (-(p / n)) ∧
    screwMotion (2 * π / n) (-(p / n)) = axisTranslation⁻¹ * screw n (n - p) := by
  have hn' : (n : ℝ) ≠ 0 := Nat.cast_ne_zero.mpr hn
  constructor
  · simp only [screw, mirror_conj, screwMotion_inv, neg_neg]
  · simp only [screw, axisTranslation, screwMotion_inv, screwMotion_mul]
    congr 1
    · ring
    · push_cast
      field_simp
      ring

/-- For `n ≠ 0`, the mirror carries the group of `n_p` onto the group of `n_(n-p)`. -/
theorem mirror_screwGroup (n : ℕ) (hn : n ≠ 0) (p : ℤ) :
    conjGroup mirror (screwGroup n p) = screwGroup n (n - p) := by
  have hS : (MulAut.conj mirror).toMonoidHom (screw n p)
      = (screw n (n - p))⁻¹ * axisTranslation := by
    obtain ⟨h1, h2⟩ := mirror_conj_screw_inv n hn p
    change mirror * screw n p * mirror⁻¹ = _
    rw [← inv_inv (mirror * screw n p * mirror⁻¹), h1, h2, _root_.mul_inv_rev, inv_inv]
  have hT : (MulAut.conj mirror).toMonoidHom axisTranslation = axisTranslation := by
    change mirror * screwMotion 0 1 * mirror⁻¹ = screwMotion 0 1
    rw [mirror_conj, neg_zero]
  unfold conjGroup screwGroup
  rw [MonoidHom.map_closure, Set.image_pair, hS, hT]
  -- each pair of generators lies in the group generated by the other
  apply le_antisymm
  · rw [Subgroup.closure_le]
    rintro x (rfl | rfl)
    · exact Subgroup.mul_mem _ (Subgroup.inv_mem _ (Subgroup.subset_closure (Or.inl rfl)))
        (Subgroup.subset_closure (Or.inr rfl))
    · exact Subgroup.subset_closure (Or.inr rfl)
  · rw [Subgroup.closure_le]
    rintro x (rfl | rfl)
    · have h := Subgroup.mul_mem
        (Subgroup.closure {(screw n (n - p))⁻¹ * axisTranslation, axisTranslation})
        (Subgroup.subset_closure (Or.inr rfl))
        (Subgroup.inv_mem _ (Subgroup.subset_closure (Or.inl rfl)))
      rw [_root_.mul_inv_rev, inv_inv, mul_inv_cancel_left] at h
      exact h
    · exact Subgroup.subset_closure (Or.inr rfl)

/-- If a proper rigid motion turns one screw motion about z, with `sin θ ≠ 0`, into another, then
the sine of the angle and the shift are both kept or both reversed, and the cosine is kept. -/
theorem proper_conj {g : Equiv.Perm (Fin 3 → ℝ)} (hg : IsProperMotion g) {θ φ c d : ℝ}
    (hθ : Real.sin θ ≠ 0) (h : g * screwMotion θ c * g⁻¹ = screwMotion φ d) :
    Real.cos φ = Real.cos θ ∧
      ((Real.sin φ = Real.sin θ ∧ d = c) ∨ (Real.sin φ = -Real.sin θ ∧ d = -c)) := by
  obtain ⟨A, b, hA, hdet, hg⟩ := hg
  have hx : ∀ x, A *ᵥ (rotZ θ *ᵥ x + ![0, 0, c]) + b
      = rotZ φ *ᵥ (A *ᵥ x + b) + ![0, 0, d] := by
    intro x
    have h1 := DFunLike.congr_fun (mul_inv_eq_iff_eq_mul.mp h) x
    change g (screwMotion θ c x) = screwMotion φ d (g x) at h1
    rw [hg, hg] at h1
    exact h1
  have h0 := hx 0
  simp only [Matrix.mulVec_zero, zero_add] at h0
  -- the linear parts are conjugate
  have hlin : A * rotZ θ = rotZ φ * A := by
    apply Matrix.toLin'.injective
    apply LinearMap.ext
    intro x
    rw [Matrix.toLin'_apply, Matrix.toLin'_apply, ← Matrix.mulVec_mulVec,
      ← Matrix.mulVec_mulVec]
    have h1 := hx x
    simp only [Matrix.mulVec_add] at h1
    linear_combination h1 - h0
  have hM : A * rotZ θ * Aᵀ = rotZ φ := by rw [hlin, mul_assoc, hA, mul_one]
  have hc : Real.cos φ = Real.cos θ := by
    have ht : (A * rotZ θ * Aᵀ).trace = (rotZ θ).trace := by
      rw [Matrix.trace_mul_comm, ← mul_assoc, mul_eq_one_comm.mp hA, one_mul]
    rw [hM] at ht
    simp [rotZ, Matrix.trace_fin_three] at ht
    linarith
  -- the cofactor of a proper rotation equals its entry
  have hcof : A 0 0 * A 1 1 - A 0 1 * A 1 0 = A 2 2 := by
    have e0 := congrFun (congrFun hA 0) 2
    have e1 := congrFun (congrFun hA 1) 2
    have e2 := congrFun (congrFun hA 2) 2
    simp [Matrix.mul_apply, Fin.sum_univ_three] at e0 e1 e2
    rw [Matrix.det_fin_three] at hdet
    linear_combination A 2 2 * hdet - (A 1 0 * A 2 1 - A 1 1 * A 2 0) * e0
      + (A 0 0 * A 2 1 - A 0 1 * A 2 0) * e1 - (A 0 0 * A 1 1 - A 0 1 * A 1 0) * e2
  have hs : Real.sin φ = Real.sin θ * A 2 2 := by
    have h10 := congrFun (congrFun hM 1) 0
    have h01 := congrFun (congrFun hM 0) 1
    simp [rotZ, Matrix.mul_apply, Fin.sum_univ_three] at h10 h01
    linear_combination (h01 - h10) / 2 + Real.sin θ * hcof
  have hd : d = A 2 2 * c := by
    have h2 := congrFun h0 2
    simp [rotZ, Matrix.mulVec, dotProduct, Fin.sum_univ_three] at h2
    linarith
  have hsq : (A 2 2 - 1) * (A 2 2 + 1) = 0 := by
    apply mul_left_cancel₀ (pow_ne_zero 2 hθ)
    have p1 := Real.sin_sq_add_cos_sq φ
    rw [hs, hc] at p1
    linear_combination p1 - Real.sin_sq_add_cos_sq θ
  refine ⟨hc, ?_⟩
  rcases mul_eq_zero.mp hsq with h1 | h1
  · have ha : A 2 2 = 1 := by linarith
    exact Or.inl ⟨by rw [hs, ha, mul_one], by rw [hd, ha, one_mul]⟩
  · have ha : A 2 2 = -1 := by linarith
    exact Or.inr ⟨by rw [hs, ha]; ring, by rw [hd, ha]; ring⟩

/-- For `n ≥ 3`, a proper rigid motion can carry the screw `n_p` into the group of `n_q` only if
`p` and `q` agree modulo `n`. -/
theorem dvd_of_proper_conj {n : ℕ} (hn : 3 ≤ n) {p q : ℤ} {g : Equiv.Perm (Fin 3 → ℝ)}
    (hg : IsProperMotion g) (h : g * screw n p * g⁻¹ ∈ screwGroup n q) : (n : ℤ) ∣ p - q := by
  -- every element of the group is a screw motion with k steps and m periods
  have hform : ∀ s ∈ screwGroup n q, ∃ k m : ℤ,
      s = screwMotion (k * (2 * π / n)) (k * (q / n) + m) := by
    intro s hs
    unfold screwGroup at hs
    induction hs using Subgroup.closure_induction with
    | mem x hx =>
      rcases hx with rfl | rfl
      · exact ⟨1, 0, by simp [screw]⟩
      · exact ⟨0, 1, by simp [axisTranslation]⟩
    | one =>
      refine ⟨0, 0, ?_⟩
      have h1 := mul_inv_cancel (screwMotion 0 0)
      rw [screwMotion_inv, screwMotion_mul] at h1
      simpa using h1.symm
    | mul x y _ _ ihx ihy =>
      obtain ⟨k, m, rfl⟩ := ihx
      obtain ⟨k', m', rfl⟩ := ihy
      refine ⟨k + k', m + m', ?_⟩
      rw [screwMotion_mul]
      congr 1 <;> push_cast <;> ring
    | inv x _ ih =>
      obtain ⟨k, m, rfl⟩ := ih
      refine ⟨-k, -m, ?_⟩
      rw [screwMotion_inv]
      congr 1 <;> push_cast <;> ring
  obtain ⟨k, m, hkm⟩ := hform _ h
  have hn3 : (3 : ℝ) ≤ n := by exact_mod_cast hn
  have hn0 : (0 : ℝ) < n := by linarith
  have hpos : 0 < 2 * π / n := by positivity
  have hlt : 2 * π / n < π := by
    rw [div_lt_iff₀ hn0]
    nlinarith [Real.pi_pos]
  have hN : ∀ l : ℤ, Real.cos (l * (2 * π / n)) = 1 → (n : ℤ) ∣ l := by
    intro l hl
    obtain ⟨j, hj⟩ := (Real.cos_eq_one_iff _).mp hl
    refine ⟨j, ?_⟩
    have h1 : (l : ℝ) = n * j := by
      apply mul_right_cancel₀ hpos.ne'
      rw [← hj]
      field_simp
    exact_mod_cast h1
  have hclear : (k * (q / n) + m : ℝ) * n = k * q + m * n := by field_simp
  have hp : (p / n : ℝ) * n = p := div_mul_cancel₀ _ hn0.ne'
  have h1 := Real.sin_sq_add_cos_sq (2 * π / n)
  obtain ⟨hc, ⟨hs, hd⟩ | ⟨hs, hd⟩⟩ :=
    proper_conj hg (Real.sin_pos_of_pos_of_lt_pi hpos hlt).ne' hkm
  · obtain ⟨j, hj⟩ := hN (k - 1) (by
      push_cast
      rw [sub_mul, one_mul, Real.cos_sub, hc, hs]
      linear_combination h1)
    have h2 : (k * q + m * n : ℝ) = p := by rw [← hclear, hd, hp]
    have h3 : k * q + m * n = p := by exact_mod_cast h2
    exact ⟨j * q + m, by linear_combination q * hj - h3⟩
  · obtain ⟨j, hj⟩ := hN (k + 1) (by
      push_cast
      rw [add_mul, one_mul, Real.cos_add, hc, hs]
      linear_combination h1)
    have h2 : (k * q + m * n : ℝ) = -p := by rw [← hclear, hd, neg_mul, hp]
    have h3 : k * q + m * n = -p := by exact_mod_cast h2
    exact ⟨-(j * q + m), by linear_combination -q * hj + h3⟩

/-- For `n ≥ 3` with `n` not dividing `2p`, the groups of `n_p` and `n_(n-p)` are enantiomorphs:
the mirror carries one onto the other, and no proper rigid motion does. -/
theorem enantiomorphs {n : ℕ} (hn : 3 ≤ n) {p : ℤ} (hp : ¬ (n : ℤ) ∣ 2 * p) :
    conjGroup mirror (screwGroup n p) = screwGroup n (n - p) ∧
    ∀ g, IsProperMotion g → conjGroup g (screwGroup n p) ≠ screwGroup n (n - p) := by
  refine ⟨mirror_screwGroup n (by omega) p, fun g hg h => hp ?_⟩
  have hmem : g * screw n p * g⁻¹ ∈ conjGroup g (screwGroup n p) :=
    Subgroup.mem_map_of_mem (MulAut.conj g).toMonoidHom
      (Subgroup.subset_closure (Or.inl rfl))
  rw [h] at hmem
  obtain ⟨j, hj⟩ := dvd_of_proper_conj hn hg hmem
  exact ⟨j + 1, by linear_combination hj⟩

/-- The mirror carries the group of the screw `3_1` onto the group of the screw `3_2`, and no proper
rigid motion does. -/
theorem three_one_three_two :
    conjGroup mirror (screwGroup 3 1) = screwGroup 3 2 ∧
    ∀ g, IsProperMotion g → conjGroup g (screwGroup 3 1) ≠ screwGroup 3 2 := by
  have h := enantiomorphs (n := 3) le_rfl (p := 1) (by norm_num)
  have h2 : ((3 : ℕ) : ℤ) - 1 = 2 := by norm_num
  rwa [h2] at h

end

end ScrewAxes
```

```lean
#print axioms ScrewAxes.three_one_three_two
```

```
'ScrewAxes.three_one_three_two' depends on axioms: [propext, Classical.choice, Quot.sound]
```

**What the theorems say.** Operations are elements of `Equiv.Perm (Fin 3 → ℝ)`, bijections of space whose product is composition. `screwGroup n p` is $G_p$, and `conjGroup g G` is $gGg^{-1}$. `IsProperMotion` allows any rotation and any translation, so the axis may be tilted, reversed or moved. `enantiomorphs` assumes $n\ge3$ and $n\nmid2p$; when $n\mid2p$, as for $4_2$, the two groups coincide. `three_one_three_two` is the case asked about.

The model is one ideal, infinite axis with a fixed period. It contains no lateral lattice or full space group, and it does not treat affine maps that strain the crystal. Within it, rotating or translating a simulated structure as a rigid body cannot turn a $3_1$ axis into $3_2$.

**How Lean gets there.** `screwMotion_mul` and `mirror_conj` are checked component by component, and `mirror_conj_screw_inv` combines them into the displayed identity for the mirrored screw. `mirror_screwGroup` maps the generators and proves the two inclusions.

In `proper_conj`, `hlin` is the subtraction of the $x=0$ case, `hc` the trace, `hcof` the cofactor identity, `hs` the antisymmetric part and `hd` the axial component; `hsq` yields $A_{22}=\pm1$. `dvd_of_proper_conj` finds the form of the group elements by induction over the generated group. Its step `hN` turns $\cos(2\pi l/n)=1$ into $n\mid l$, applied to $l=k\mp1$. `enantiomorphs` then sets $q=n-p$.
